# The canonical entropy of N states is nondecreasing in temperature, with limits log g₀ and log N

A paramagnetic ion in a crystal has a few low-lying energy levels, and the lowest may be a doublet. On cooling, the ion settles into the doublet, but nothing in the Boltzmann weights selects one of its two states, so some entropy remains. On heating far above the splittings of these few levels, all their states become nearly equally populated and, as long as higher levels can be ignored, the entropy saturates. What are the two limiting values, and can the entropy ever fall on the way up?

Let $E_i$ be the energies of $N\ge 1$ states, where a degenerate energy is repeated once for each state. The energies do not depend on temperature. Set $k_B=1$ and let $b=1/T$ be the inverse temperature. Define

$$Z(b)=\sum_i e^{-bE_i},\qquad U(b)=\frac{1}{Z(b)}\sum_i E_i e^{-bE_i},\qquad S(T)=\log Z(1/T)+\frac{U(1/T)}{T}.$$

Let $g_0$ be the number of states with the lowest energy. Then $S$ is nondecreasing on $T>0$, tends to $\log g_0$ as $T\to0^+$, and tends to $\log N$ as $T\to\infty$. The increase is strict exactly when two energies differ, and in that case $\log g_0<S(T)<\log N$ for every $T>0$.

## Monotonicity from the tangents of log Z

Suppose two energies differ. Take $a\ne b$ and write $m=U(a)$. At least one $E_k$ differs from $m$. Now $e^x\ge 1+x$, strictly for $x\neq0$. Put $x_i=-(b-a)(E_i-m)$, multiply by $e^{-aE_i}$ and sum:

$$\sum_i e^{-aE_i}\bigl(1-(b-a)(E_i-m)\bigr)<\sum_i e^{-aE_i}e^{-(b-a)(E_i-m)}.$$

On the left the linear term vanishes, because $m$ is the mean energy at $a$, and $Z(a)$ is left. The right side is $e^{(b-a)m}Z(b)$. Taking logarithms gives

$$\log Z(a)-(b-a)U(a)<\log Z(b). \tag{1}$$

Adding (1) to the same inequality with $a$ and $b$ exchanged gives $(b-a)(U(a)-U(b))>0$, so $U$ strictly decreases with inverse temperature.

For $0<T_1<T_2$ let $b_1=1/T_1$ and $b_2=1/T_2$, so that $b_2<b_1$. Inequality (1) with $a=b_1$ and $b=b_2$ reads $\log Z(b_2)-\log Z(b_1)>(b_1-b_2)U(b_1)$. Hence

$$S(T_2)-S(T_1)>(b_1-b_2)U(b_1)+b_2U(b_2)-b_1U(b_1)=b_2\bigl(U(b_2)-U(b_1)\bigr)>0.$$

If all energies are equal, shift the zero of energy. Replacing $E_i$ by $E_i-c$ multiplies $Z$ by $e^{bc}$ and lowers $U$ by $c$, so $\log Z+bU$ changes by $bc-bc=0$. With all energies shifted to zero, $Z=N$ and $U=0$. The entropy is then $\log N$ at every temperature, which is nondecreasing but not strictly increasing.

## The two limits

As $T\to\infty$, $b\to0$. By continuity $Z(b)\to N$, while $U(b)$ tends to the finite arithmetic mean of the energies, so $bU(b)\to0$ and $S\to\log N$.

As $T\to0^+$, $b\to\infty$. Let $E_k$ be a lowest energy and measure from it: $d_i=E_i-E_k\ge0$. The shift leaves the entropy unchanged, so

$$S(T)=\log\sum_i e^{-bd_i}+\frac{\sum_i b\,d_i e^{-bd_i}}{\sum_i e^{-bd_i}}.$$

Each $e^{-bd_i}$ tends to 1 if $d_i=0$ and to 0 otherwise, so the partition sum tends to $g_0$. Each $b\,d_ie^{-bd_i}$ tends to 0, because $xe^{-x}\to0$ as $x\to\infty$. Therefore $S\to\log g_0$.

When two energies differ, monotonicity and the limits combine into

$$\log g_0\le S(T/2)<S(T)<S(T+1)\le\log N.$$

## A doublet below a singlet

Take energies $0,0,1$, so $g_0=2$ and $N=3$. The limits are $\log2\approx0.693$ and $\log3\approx1.099$.

- At $b=3\log2$ ($T\approx0.481$) the upper Boltzmann factor is $1/8$. Then $Z=17/8$, $U=1/17$ and $S=\log(17/8)+\tfrac{3}{17}\log2\approx0.876$.
- At $b=\log2$ ($T\approx1.443$) the factor is $1/2$. Then $Z=5/2$, $U=1/5$ and $S=\log(5/2)+\tfrac15\log2\approx1.055$.

Both values lie between the limits, and the hotter one is larger.

## Levels, Boltzmann sums and entropy in Lean

The states are indexed by a finite type `ι`, and a spectrum is any function `E : ι → ℝ`. $N$ is `Fintype.card ι`.

```lean
import Mathlib

open Filter Topology Set

namespace CanonicalEntropyLimits

noncomputable section

variable {ι : Type*} [Fintype ι]
```

The partition function and the mean energy are functions of the inverse temperature `b`, which may be any real number.

```lean
/-- The canonical partition function of states with energies `E` at inverse temperature `b`. -/
def partitionFn (E : ι → ℝ) (b : ℝ) : ℝ := ∑ i, Real.exp (-(b * E i))

/-- The canonical mean energy at inverse temperature `b`. -/
def meanEnergy (E : ι → ℝ) (b : ℝ) : ℝ :=
  (∑ i, E i * Real.exp (-(b * E i))) / partitionFn E b
```

The entropy is a function of temperature, with $k_B=1$, so temperature is measured in energy units. Lean's convention $0^{-1}=0$ gives `entropy E 0` the value $\log N$; the low-temperature theorem is a limit through positive temperatures and does not involve this value.

```lean
/-- The canonical entropy `log Z + ⟨E⟩ / T` at temperature `T`, in units of
Boltzmann's constant. -/
def entropy (E : ι → ℝ) (T : ℝ) : ℝ :=
  Real.log (partitionFn E T⁻¹) + meanEnergy E T⁻¹ / T
```

The ground degeneracy counts the indices whose energy is no higher than any other.

```lean
/-- The number of states that have the lowest energy. -/
def groundDegeneracy (E : ι → ℝ) : ℕ :=
  (Finset.univ.filter (fun i => ∀ j, E i ≤ E j)).card
```

From here on there is at least one state, which makes $Z$ a nonempty sum of positive terms.

```lean
variable [Nonempty ι]

/-- The partition function is positive. -/
theorem partitionFn_pos (E : ι → ℝ) (b : ℝ) : 0 < partitionFn E b :=
  Finset.sum_pos (fun _ _ => Real.exp_pos _) Finset.univ_nonempty
```

## The tangent inequality and the mean energy

The next theorem is inequality (1). The hypothesis `hE` says that two energies differ. In the proof, `h1` and `h2` evaluate the two sums, `key` compares them term by term with strict inequality at the index `k`, and the last lines take logarithms.

```lean
/-- If two levels differ, `log Z` lies strictly above its tangent line at `a`, whose slope
is minus the mean energy, at every other inverse temperature `b`. -/
theorem log_partitionFn_tangent_lt (E : ι → ℝ) (hE : ∃ i j, E i ≠ E j) {a b : ℝ}
    (hab : a ≠ b) :
    Real.log (partitionFn E a) - (b - a) * meanEnergy E a < Real.log (partitionFn E b) := by
  have hZa := partitionFn_pos E a
  have hZb := partitionFn_pos E b
  have hm : ∑ i, E i * Real.exp (-(a * E i)) = meanEnergy E a * partitionFn E a := by
    unfold meanEnergy
    rw [div_mul_cancel₀ _ hZa.ne']
  generalize meanEnergy E a = m at hm ⊢
  -- some level differs from the mean energy
  obtain ⟨k, hk⟩ : ∃ k, E k ≠ m := by
    obtain ⟨i, j, hij⟩ := hE
    by_cases hi : E i = m
    · exact ⟨j, fun h => hij (hi.trans h.symm)⟩
    · exact ⟨i, hi⟩
  have h1 : ∑ i, Real.exp (-(a * E i)) * (-((b - a) * (E i - m)) + 1) = partitionFn E a := by
    have h : ∑ i, Real.exp (-(a * E i)) * (-((b - a) * (E i - m)) + 1)
        = (1 + (b - a) * m) * partitionFn E a
          - (b - a) * ∑ i, E i * Real.exp (-(a * E i)) := by
      unfold partitionFn
      rw [Finset.mul_sum, Finset.mul_sum, ← Finset.sum_sub_distrib]
      exact Finset.sum_congr rfl (fun i _ => by ring)
    rw [h, hm]
    ring
  have h2 : ∑ i, Real.exp (-(a * E i)) * Real.exp (-((b - a) * (E i - m)))
      = Real.exp ((b - a) * m) * partitionFn E b := by
    unfold partitionFn
    rw [Finset.mul_sum]
    refine Finset.sum_congr rfl (fun i _ => ?_)
    rw [← Real.exp_add, ← Real.exp_add]
    congr 1
    ring
  -- sum `1 + x ≤ exp x` with the Boltzmann weights; the inequality is strict at `k`
  have key : partitionFn E a < Real.exp ((b - a) * m) * partitionFn E b := by
    rw [← h1, ← h2]
    refine Finset.sum_lt_sum (fun i _ => ?_) ⟨k, Finset.mem_univ k, ?_⟩
    · exact mul_le_mul_of_nonneg_left (Real.add_one_le_exp _) (Real.exp_pos _).le
    · refine mul_lt_mul_of_pos_left (Real.add_one_lt_exp ?_) (Real.exp_pos _)
      exact neg_ne_zero.2 (mul_ne_zero (sub_ne_zero.2 hab.symm) (sub_ne_zero.2 hk))
  have hlog := Real.log_lt_log hZa key
  rw [Real.log_mul (Real.exp_pos _).ne' hZb.ne', Real.log_exp] at hlog
  linarith
```

Using it in both directions gives the strict decrease of the mean energy, over all real inverse temperatures.

```lean
/-- If two levels differ, the mean energy strictly decreases with inverse temperature. -/
theorem meanEnergy_strictAnti (E : ι → ℝ) (hE : ∃ i j, E i ≠ E j) :
    StrictAnti (meanEnergy E) := by
  intro a b hab
  have h1 := log_partitionFn_tangent_lt E hE hab.ne
  have h2 := log_partitionFn_tangent_lt E hE hab.ne'
  have h : 0 < (b - a) * (meanEnergy E a - meanEnergy E b) := by nlinarith
  exact sub_pos.1 ((mul_pos_iff_of_pos_left (sub_pos.2 hab)).1 h)
```

## Shifting the zero of energy

In the shift lemma, `h1` is the factor $e^{bc}$ in $Z$ and `h3` is the change of the mean energy by $-c$.

```lean
/-- The entropy does not depend on the choice of the zero of energy. -/
theorem entropy_shift (E : ι → ℝ) (c T : ℝ) :
    entropy (fun i => E i - c) T = entropy E T := by
  have hZ := partitionFn_pos E T⁻¹
  have hx := Real.exp_pos (T⁻¹ * c)
  have hw : ∀ i, Real.exp (-(T⁻¹ * (E i - c)))
      = Real.exp (T⁻¹ * c) * Real.exp (-(T⁻¹ * E i)) := by
    intro i
    rw [← Real.exp_add]
    congr 1
    ring
  have h1 : partitionFn (fun i => E i - c) T⁻¹
      = Real.exp (T⁻¹ * c) * partitionFn E T⁻¹ := by
    simp only [partitionFn, hw, Finset.mul_sum]
  have h2 : ∑ i, (E i - c) * Real.exp (-(T⁻¹ * (E i - c))) = Real.exp (T⁻¹ * c) *
      (∑ i, E i * Real.exp (-(T⁻¹ * E i)) - c * partitionFn E T⁻¹) := by
    unfold partitionFn
    rw [Finset.mul_sum, ← Finset.sum_sub_distrib, Finset.mul_sum]
    exact Finset.sum_congr rfl (fun i _ => by rw [hw]; ring)
  have h3 : meanEnergy (fun i => E i - c) T⁻¹ = meanEnergy E T⁻¹ - c := by
    unfold meanEnergy
    rw [h1, h2, mul_div_mul_left _ _ hx.ne', sub_div, mul_div_cancel_right₀ _ hZ.ne']
  unfold entropy
  rw [h3, h1, Real.log_mul hx.ne' hZ.ne', Real.log_exp]
  ring
```

For a flat spectrum, subtracting one of the energies makes every energy zero, and the entropy can be read off.

```lean
/-- If all `N` states have the same energy, the entropy is `log N` at every temperature. -/
theorem entropy_of_flat (E : ι → ℝ) (hE : ∀ i j, E i = E j) (T : ℝ) :
    entropy E T = Real.log (Fintype.card ι) := by
  obtain ⟨k⟩ := ‹Nonempty ι›
  have : Nonempty ι := ⟨k⟩
  have h : (fun i => E i - E k) = fun _ => (0 : ℝ) := funext fun i => sub_eq_zero.2 (hE i k)
  rw [← entropy_shift E (E k) T, h]
  simp [entropy, partitionFn, meanEnergy]
```

## Strict increase exactly for unequal levels

`StrictMonoOn (entropy E) (Ioi 0)` means strict increase on $T>0$. The forward direction compares temperatures 1 and 2: on a flat spectrum the two entropies would be equal. In the reverse direction Lean's temperatures `S` and `T` are $T_1$ and $T_2$ above. There `h2` is the tangent inequality, `h3` is the positivity of $b_2(U(b_2)-U(b_1))$, and `nlinarith` combines them.

```lean
/-- The entropy strictly increases with temperature on `T > 0` exactly when two levels
differ. -/
theorem entropy_strictMonoOn_iff (E : ι → ℝ) :
    StrictMonoOn (entropy E) (Ioi 0) ↔ ∃ i j, E i ≠ E j := by
  constructor
  · intro h
    by_contra hE
    push Not at hE
    have h12 := h (mem_Ioi.2 one_pos) (mem_Ioi.2 two_pos) one_lt_two
    rw [entropy_of_flat E hE, entropy_of_flat E hE] at h12
    exact lt_irrefl _ h12
  · intro hE S hS T hT hST
    have hab : T⁻¹ < S⁻¹ := (inv_lt_inv₀ hT hS).2 hST
    have hU := meanEnergy_strictAnti E hE hab
    have h2 := log_partitionFn_tangent_lt E hE hab.ne'
    have h3 := mul_pos (inv_pos.2 (mem_Ioi.1 hT)) (sub_pos.2 hU)
    simp only [entropy, div_eq_mul_inv]
    nlinarith
```

## Hot and cold limits in Lean

The high-temperature proof shows that $\log Z(b)+bU(b)$ tends to $\log N$ as $b\to0$, then composes with $T\mapsto T^{-1}$.

```lean
/-- As `T → ∞` the entropy of `N` states tends to `log N`. -/
theorem entropy_tendsto_atTop (E : ι → ℝ) :
    Tendsto (entropy E) atTop (𝓝 (Real.log (Fintype.card ι))) := by
  have hne := (partitionFn_pos E 0).ne'
  have hZ : Continuous (partitionFn E) := by unfold partitionFn; fun_prop
  have hn : Continuous (fun b : ℝ => ∑ i, E i * Real.exp (-(b * E i))) := by fun_prop
  have hU : ContinuousAt (meanEnergy E) 0 := hn.continuousAt.div hZ.continuousAt hne
  have h0 : Real.log (partitionFn E 0) + meanEnergy E 0 * 0 = Real.log (Fintype.card ι) := by
    simp [partitionFn]
  have h : Tendsto (fun b => Real.log (partitionFn E b) + meanEnergy E b * b) (𝓝 0)
      (𝓝 (Real.log (Fintype.card ι))) := by
    rw [← h0]
    exact (hZ.continuousAt.tendsto.log hne).add (hU.tendsto.mul tendsto_id)
  refine (h.comp tendsto_inv_atTop_zero).congr (fun T => ?_)
  simp only [Function.comp_apply, entropy, div_eq_mul_inv]
```

At low temperature, `𝓝[>] 0` expresses the approach to zero from above. The statement `hw` gives the limits 1 or 0 of the Boltzmann factors, and `hu` the vanishing of the energy terms. Summing the first gives $g_0$, which is nonzero because a finite set of energies has a minimum. The closing lines return to the original zero of energy through `entropy_shift`.

```lean
/-- As `T → 0` from above the entropy tends to the logarithm of the ground degeneracy. -/
theorem entropy_tendsto_zero (E : ι → ℝ) :
    Tendsto (entropy E) (𝓝[>] 0) (𝓝 (Real.log (groundDegeneracy E))) := by
  obtain ⟨k, hk⟩ := Finite.exists_min E
  have hg : (groundDegeneracy E : ℝ) ≠ 0 := by
    have : 0 < groundDegeneracy E :=
      Finset.card_pos.2 ⟨k, Finset.mem_filter.2 ⟨Finset.mem_univ k, hk⟩⟩
    exact_mod_cast this.ne'
  -- Boltzmann factors, with energies measured from the ground level
  have hw : ∀ i, Tendsto (fun b : ℝ => Real.exp (-(b * (E i - E k)))) atTop
      (𝓝 (if ∀ j, E i ≤ E j then (1 : ℝ) else 0)) := by
    intro i
    split_ifs with h
    · have h0 : E i - E k = 0 := sub_eq_zero.2 (le_antisymm (h k) (hk i))
      simp [h0]
    · have hpos : 0 < E i - E k := by
        refine sub_pos.2 (lt_of_not_ge fun hle => h fun j => hle.trans (hk j))
      exact Real.tendsto_exp_neg_atTop_nhds_zero.comp (tendsto_id.atTop_mul_const hpos)
  have hx : Tendsto (fun x : ℝ => x * Real.exp (-x)) atTop (𝓝 0) := by
    simpa using Real.tendsto_pow_mul_exp_neg_atTop_nhds_zero 1
  have hu : ∀ i, Tendsto (fun b : ℝ => b * (E i - E k) * Real.exp (-(b * (E i - E k))))
      atTop (𝓝 0) := by
    intro i
    rcases (sub_nonneg.2 (hk i)).eq_or_lt with h | h
    · simp [← h]
    · exact hx.comp (tendsto_id.atTop_mul_const h)
  have hZ := tendsto_finsetSum Finset.univ (fun i _ => hw i)
  rw [Finset.sum_boole] at hZ
  change Tendsto _ _ (𝓝 (groundDegeneracy E : ℝ)) at hZ
  have hU := tendsto_finsetSum Finset.univ (fun i _ => hu i)
  rw [Finset.sum_const_zero] at hU
  have h := (hZ.log hg).add (hU.div hZ hg)
  rw [zero_div, add_zero] at h
  refine (h.comp tendsto_inv_nhdsGT_zero).congr (fun T => ?_)
  have hs : ∑ i, T⁻¹ * (E i - E k) * Real.exp (-(T⁻¹ * (E i - E k)))
      = T⁻¹ * ∑ i, (E i - E k) * Real.exp (-(T⁻¹ * (E i - E k))) := by
    rw [Finset.mul_sum]
    exact Finset.sum_congr rfl (fun i _ => by ring)
  rw [← entropy_shift E (E k) T]
  simp only [Function.comp_apply, Pi.div_apply, entropy, partitionFn, meanEnergy, hs]
  ring
```

## The combined theorem and the strict bounds

The main theorem holds for every spectrum on a nonempty finite index type, including a single state, for which the entropy is identically zero. Its monotonicity part treats flat and non-flat spectra separately.

```lean
/-- The canonical entropy of `N` states is nondecreasing on `T > 0`, tends to the logarithm of the
ground degeneracy as `T → 0` from above, and tends to `log N` as `T → ∞`. -/
theorem entropy_monotone_and_limits (E : ι → ℝ) :
    MonotoneOn (entropy E) (Ioi 0) ∧
    Tendsto (entropy E) (𝓝[>] 0) (𝓝 (Real.log (groundDegeneracy E))) ∧
    Tendsto (entropy E) atTop (𝓝 (Real.log (Fintype.card ι))) := by
  refine ⟨?_, entropy_tendsto_zero E, entropy_tendsto_atTop E⟩
  by_cases hE : ∃ i j, E i ≠ E j
  · exact ((entropy_strictMonoOn_iff E).2 hE).monotoneOn
  · push Not at hE
    intro S _ T _ _
    rw [entropy_of_flat E hE, entropy_of_flat E hE]
```

The strict bounds need two different energies. The proof is the chain through $T/2$ and $T+1$: `le_of_tendsto` and `ge_of_tendsto` carry the monotonicity inequalities over to the limits.

```lean
/-- If two levels differ, the entropy at any positive temperature lies strictly between the
logarithm of the ground degeneracy and `log N`. -/
theorem entropy_strict_bounds (E : ι → ℝ) (hE : ∃ i j, E i ≠ E j) {T : ℝ} (hT : 0 < T) :
    Real.log (groundDegeneracy E) < entropy E T ∧
    entropy E T < Real.log (Fintype.card ι) := by
  have hS := (entropy_strictMonoOn_iff E).2 hE
  have hT2 : 0 < T / 2 := half_pos hT
  have hT1 : 0 < T + 1 := by linarith
  constructor
  · refine lt_of_le_of_lt (le_of_tendsto (entropy_tendsto_zero E) ?_)
      (hS (mem_Ioi.2 hT2) (mem_Ioi.2 hT) (half_lt_self hT))
    filter_upwards [Ioo_mem_nhdsGT hT2] with x hx
    exact hS.monotoneOn (mem_Ioi.2 hx.1) (mem_Ioi.2 hT2) hx.2.le
  · refine lt_of_lt_of_le (hS (mem_Ioi.2 hT) (mem_Ioi.2 hT1) (lt_add_one T))
      (ge_of_tendsto (entropy_tendsto_atTop E) ?_)
    filter_upwards [eventually_ge_atTop (T + 1)] with x hx
    exact hS.monotoneOn (mem_Ioi.2 hT1) (mem_Ioi.2 (hT1.trans_le hx)) hx

end

end CanonicalEntropyLimits
```

```lean
#print axioms CanonicalEntropyLimits.entropy_monotone_and_limits
#print axioms CanonicalEntropyLimits.entropy_strict_bounds
```

```
'CanonicalEntropyLimits.entropy_monotone_and_limits' depends on axioms: [propext, Classical.choice, Quot.sound]
'CanonicalEntropyLimits.entropy_strict_bounds' depends on axioms: [propext, Classical.choice, Quot.sound]
```

## Residual entropy and truncated spectra

The low-temperature limit is zero only for a single ground state. The theorems concern one system with finitely many states, whose energies do not change with temperature. They do not prove the third law of thermodynamics, which is a statement about macroscopic systems.

When the configurational entropy of an alloy is computed from a finite list of supercell configurations with fixed energies, with symmetry-equivalent configurations listed separately, the high-temperature value is the logarithm of the number of configurations in the list. If the list has been truncated, that plateau reflects the truncation and not the material.
